# The alternating fermion pair commutes with the spin-n/2 generators and vanishes for even n

A code that pairs fermions in magnetic states \(m\) and \(-m\) with wrong relative signs can create a pair with nonzero angular momentum, and a state meant to have a fixed \(J\) can then have the wrong \(J\) or a mixture of several. In a single multiplet of integer angular momentum, with no further spin or radial label, even the right signs give the zero operator, and normalising the pair divides by zero.

## The pair operator and its commutators

Let \(c_0,\dots,c_n\) annihilate fermions in one multiplet of angular momentum \(n/2\), where mode \(k\) has magnetic number \(n/2-k\). A star denotes the adjoint. For a matrix \(A\), define

\[
Q(A)=\sum_{k,l}A_{kl}\,c_k^*c_l,\qquad
K=\sum_{k=0}^n(-1)^k c_k^*c_{n-k}^* .
\]

Then \(K\) commutes with \(Q(J_+)\), \(Q(J_-)\) and \(Q(J_z)\). It is zero for even \(n\) and, in a nontrivial algebra, nonzero for odd \(n\).

## Adding a pair at fixed J and M

For odd \(n\), a single-shell pairing code can use \(K\) to add two particles to a state of given \(J\) and \(M\): if the result is nonzero, it has the same \(J\) and \(M\). Here the shell is one multiplet with no further spin or radial label. The sum counts each pair twice, so the creator of a normalised pair from the vacuum is \(K/\sqrt{2(n+1)}\).

## From anticommutators to a condition on A

Taking adjoints of \(c_ic_j+c_jc_i=0\) shows that creators anticommute. With \(c_lc_m^*+c_m^*c_l=\delta_{lm}\),

\[
[c_k^*c_l,c_m^*]=c_k^*\{c_l,c_m^*\}-\{c_k^*,c_m^*\}c_l=\delta_{lm}c_k^*,
\]

so \([Q(A),c_m^*]=\sum_k A_{km}c_k^*\). Applying this to both creators in \(K\), and relabelling the first sum, gives

\[
[Q(A),K]=\sum_{k,l}\left[(-1)^{n-l}A_{k,n-l}+(-1)^kA_{l,n-k}\right]c_k^*c_l^* .
\]

It suffices that every bracket vanishes.

- **\(J_+\):** The nonzero entries are \((J_+)_{l-1,l}=\sqrt{l(n+1-l)}\). Both terms require \(k+l=n-1\). Their entries are \(\sqrt{(k+1)(n-k)}\) and \(\sqrt{(l+1)(n-l)}\), which are equal, and their signs are opposite.
- **\(J_-\):** This is the transpose of \(J_+\). Replacing \((k,l)\) by \((n-l,n-k)\) in the condition for \(J_+\), and multiplying by \((-1)^k(-1)^{n-l}\), gives the condition for \(J_-\).
- **\(J_z\):** Both terms require \(k+l=n\). The signs agree, and the entries add to \((n/2-k)+(n/2-l)=0\).

For even \(n\), replacing \(k\) by \(n-k\) keeps the sign but swaps the creators. Hence \(K=-K\), and \(K=0\).

For any \(n\), \([c_j,c_k^*c_{n-k}^*]=\delta_{jk}c_{n-k}^*-\delta_{j,n-k}c_k^*\), so

\[
[c_j,K]=(1-(-1)^n)(-1)^jc_{n-j}^* .
\]

If \(n\) is odd and \(K=0\), setting \(j=n\) gives \(c_0^*=0\), which contradicts \(c_0c_0^*+c_0^*c_0=1\).

## The Lean source

```lean
import Mathlib

open Matrix

namespace RotationScalarPair

noncomputable section

variable {R : Type*} [Ring R] [StarRing R]

/-- The canonical anticommutation relations for a family of fermion modes `c i`,
with creators `star (c i)`. -/
structure IsCAR {ι : Type*} [DecidableEq ι] (c : ι → R) : Prop where
  anti : ∀ i j, c i * c j + c j * c i = 0
  mixed : ∀ i j, c i * star (c j) + star (c j) * c i = if i = j then 1 else 0

/-- The spin `n/2` matrix of `Jz`; the index `k` has magnetic number `n/2 - k`. -/
def spinZ (n : ℕ) : Matrix (Fin (n + 1)) (Fin (n + 1)) ℂ :=
  Matrix.of fun k l => if k = l then (n : ℂ) / 2 - ((k : ℕ) : ℂ) else 0

/-- The spin `n/2` raising matrix `J+`, which takes index `l` to `l - 1`. -/
def spinPlus (n : ℕ) : Matrix (Fin (n + 1)) (Fin (n + 1)) ℂ :=
  Matrix.of fun k l => if (k : ℕ) + 1 = (l : ℕ) then
    ((Real.sqrt (((l : ℕ) : ℝ) * ((n : ℝ) + 1 - ((l : ℕ) : ℝ))) : ℝ) : ℂ) else 0

/-- The spin `n/2` lowering matrix `J-`, the transpose of the real matrix `J+`. -/
def spinMinus (n : ℕ) : Matrix (Fin (n + 1)) (Fin (n + 1)) ℂ := (spinPlus n)ᵀ

/-- Creators of fermion modes anticommute. -/
theorem creators_anticommute {ι : Type*} [DecidableEq ι] {c : ι → R} (hc : IsCAR c)
    (i j : ι) : star (c i) * star (c j) + star (c j) * star (c i) = 0 := by
  have h := congrArg star (hc.anti j i)
  simpa only [star_add, star_mul, star_zero] using h

variable [Algebra ℂ R] {n : ℕ}

/-- The one-body operator `Q(A)`, the sum of `A k l` times `c_k* c_l`. -/
def oneBody (A : Matrix (Fin (n + 1)) (Fin (n + 1)) ℂ) (c : Fin (n + 1) → R) : R :=
  ∑ k, ∑ l, A k l • (star (c k) * c l)

/-- The pair operator `K`, the sum of `(-1)^k c_k* c_(n-k)*`; `k.rev` is `n - k`. -/
def scalarPair (c : Fin (n + 1) → R) : R :=
  ∑ k : Fin (n + 1), (-1 : ℂ) ^ (k : ℕ) • (star (c k) * star (c k.rev))

/-- The alternating sign at `n - k` is `(-1)^n` times the sign at `k`. -/
theorem sign_rev (k : Fin (n + 1)) :
    (-1 : ℂ) ^ (k.rev : ℕ) = (-1) ^ n * (-1) ^ (k : ℕ) := by
  have h : (k.rev : ℕ) + 2 * (k : ℕ) = n + (k : ℕ) := by
    have h1 := Fin.val_rev k
    have h2 := k.isLt
    omega
  rw [← pow_add, ← h, pow_add, pow_mul, neg_one_sq, one_pow, mul_one]

/-- For fermion modes, the commutator of `Q(A)` with a creator is the creator
transformed by the matrix `A`. -/
theorem oneBody_creator {c : Fin (n + 1) → R} (hc : IsCAR c)
    (A : Matrix (Fin (n + 1)) (Fin (n + 1)) ℂ) (m : Fin (n + 1)) :
    oneBody A c * star (c m) - star (c m) * oneBody A c = ∑ k, A k m • star (c k) := by
  have h : ∀ k l, star (c k) * c l * star (c m) - star (c m) * (star (c k) * c l)
      = if l = m then star (c k) else 0 := by
    intro k l
    calc _ = star (c k) * (c l * star (c m) + star (c m) * c l)
          - (star (c k) * star (c m) + star (c m) * star (c k)) * c l := by noncomm_ring
      _ = _ := by
          rw [hc.mixed l m, creators_anticommute hc k m]
          split_ifs <;> simp
  simp only [oneBody, Finset.sum_mul, Finset.mul_sum, ← Finset.sum_sub_distrib,
    smul_mul_assoc, mul_smul_comm, ← smul_sub, h]
  simp only [smul_ite, smul_zero, Finset.sum_ite_eq', Finset.mem_univ, if_true]

/-- For fermion modes, `Q(A)` commutes with `K` if the entries of `A` mirrored by
`k ↦ n - k` cancel with alternating signs. -/
theorem commute_of_mirror {c : Fin (n + 1) → R} (hc : IsCAR c)
    (A : Matrix (Fin (n + 1)) (Fin (n + 1)) ℂ)
    (hA : ∀ k l : Fin (n + 1),
      (-1) ^ (l.rev : ℕ) * A k l.rev + (-1) ^ (k : ℕ) * A l k.rev = 0) :
    Commute (oneBody A c) (scalarPair c) := by
  -- the commutator acts on each creator in turn
  have e : ∀ k l, oneBody A c * (star (c k) * star (c l))
      - star (c k) * star (c l) * oneBody A c
      = ∑ j, A j k • (star (c j) * star (c l)) + ∑ j, A j l • (star (c k) * star (c j)) := by
    intro k l
    calc _ = (oneBody A c * star (c k) - star (c k) * oneBody A c) * star (c l)
          + star (c k) * (oneBody A c * star (c l) - star (c l) * oneBody A c) := by
            noncomm_ring
      _ = _ := by
          rw [oneBody_creator hc, oneBody_creator hc, Finset.sum_mul, Finset.mul_sum]
          simp only [smul_mul_assoc, mul_smul_comm]
  have h : oneBody A c * scalarPair c - scalarPair c * oneBody A c = 0 := by
    calc _ = ∑ k : Fin (n + 1), (-1 : ℂ) ^ (k : ℕ) •
            (oneBody A c * (star (c k) * star (c k.rev))
              - star (c k) * star (c k.rev) * oneBody A c) := by
          simp only [scalarPair, Finset.mul_sum, Finset.sum_mul, mul_smul_comm,
            smul_mul_assoc, smul_sub, Finset.sum_sub_distrib]
      _ = ∑ k : Fin (n + 1), ∑ j, ((-1 : ℂ) ^ (k : ℕ) * A j k) • (star (c j) * star (c k.rev))
          + ∑ k : Fin (n + 1), ∑ j,
            ((-1 : ℂ) ^ (k : ℕ) * A j k.rev) • (star (c k) * star (c j)) := by
          simp only [e, smul_add, Finset.smul_sum, smul_smul, Finset.sum_add_distrib]
      _ = ∑ k : Fin (n + 1), ∑ j : Fin (n + 1),
            ((-1 : ℂ) ^ (j.rev : ℕ) * A k j.rev) • (star (c k) * star (c j))
          + ∑ k : Fin (n + 1), ∑ j,
            ((-1 : ℂ) ^ (k : ℕ) * A j k.rev) • (star (c k) * star (c j)) := by
          -- mirror the summation index of the first sum
          congr 1
          rw [Finset.sum_comm]
          refine Finset.sum_congr rfl fun k _ =>
            Fintype.sum_equiv Fin.revPerm _ _ fun j => ?_
          simp only [Fin.revPerm_apply, Fin.rev_rev]
      _ = 0 := by
          rw [← Finset.sum_add_distrib]
          refine Finset.sum_eq_zero fun k _ => ?_
          rw [← Finset.sum_add_distrib]
          refine Finset.sum_eq_zero fun j _ => ?_
          rw [← add_smul, hA k j, zero_smul]
  exact sub_eq_zero.mp h

/-- For fermion modes `c_0, ..., c_n`, the pair operator `K` commutes with `Q(J+)`, `Q(J-)`
and `Q(Jz)` of spin `n/2`, and it vanishes when `n` is even. -/
theorem scalarPair_rotation_scalar {c : Fin (n + 1) → R} (hc : IsCAR c) :
    Commute (oneBody (spinPlus n) c) (scalarPair c) ∧
    Commute (oneBody (spinMinus n) c) (scalarPair c) ∧
    Commute (oneBody (spinZ n) c) (scalarPair c) ∧
    (Even n → scalarPair c = 0) := by
  have hp : ∀ k l : Fin (n + 1), (-1) ^ (l.rev : ℕ) * spinPlus n k l.rev
      + (-1) ^ (k : ℕ) * spinPlus n l k.rev = 0 := by
    intro k l
    have hk := Fin.val_rev k
    have hl := Fin.val_rev l
    have hk' := k.isLt
    have hl' := l.isLt
    simp only [spinPlus, Matrix.of_apply]
    by_cases h : (k : ℕ) + 1 = (l.rev : ℕ)
    · have h' : (l : ℕ) + 1 = (k.rev : ℕ) := by omega
      have hn : (n : ℝ) = (k : ℕ) + (l : ℕ) + 1 := by
        exact_mod_cast (by omega : n = (k : ℕ) + (l : ℕ) + 1)
      have e : (((k : ℕ) + 1 : ℕ) : ℝ) * ((n : ℝ) + 1 - (((k : ℕ) + 1 : ℕ) : ℝ))
          = (((l : ℕ) + 1 : ℕ) : ℝ) * ((n : ℝ) + 1 - (((l : ℕ) + 1 : ℕ) : ℝ)) := by
        rw [hn]; push_cast; ring
      rw [if_pos h, if_pos h', ← h, ← h', e, pow_succ]
      ring
    · have h' : ¬ (l : ℕ) + 1 = (k.rev : ℕ) := by omega
      rw [if_neg h, if_neg h', mul_zero, mul_zero, add_zero]
  refine ⟨commute_of_mirror hc _ hp, commute_of_mirror hc _ fun k l => ?_,
    commute_of_mirror hc _ fun k l => ?_, fun hn => ?_⟩
  · -- the mirror condition passes to the transpose
    have h := hp l.rev k.rev
    simp only [Fin.rev_rev] at h
    have hs : ∀ m : ℕ, (-1 : ℂ) ^ m * (-1) ^ m = 1 := fun m => by
      rw [← mul_pow, neg_mul_neg, one_mul, one_pow]
    simp only [spinMinus, Matrix.transpose_apply]
    linear_combination (-1 : ℂ) ^ (k : ℕ) * (-1) ^ (l.rev : ℕ) * h
      - (-1) ^ (l.rev : ℕ) * spinPlus n l.rev k * hs k
      - (-1) ^ (k : ℕ) * spinPlus n k.rev l * hs l.rev
  · simp only [spinZ, Matrix.of_apply]
    by_cases h : k = l.rev
    · have h' : l = k.rev := by rw [h, Fin.rev_rev]
      have hn : (n : ℂ) = (k : ℕ) + (l : ℕ) := by
        have h1 := congrArg Fin.val h
        have h2 := Fin.val_rev l
        have h3 := l.isLt
        exact_mod_cast (by omega : n = (k : ℕ) + (l : ℕ))
      rw [if_pos h, if_pos h', ← h, hn]
      ring
    · have h' : ¬ l = k.rev := fun e => h (by rw [e, Fin.rev_rev])
      rw [if_neg h, if_neg h', mul_zero, mul_zero, add_zero]
  · -- reversing the order of summation gives K = -K
    have h : scalarPair c = -scalarPair c := by
      unfold scalarPair
      rw [← Finset.sum_neg_distrib]
      refine Fintype.sum_equiv Fin.revPerm _ _ fun k => ?_
      rw [Fin.revPerm_apply, Fin.rev_rev, sign_rev, hn.neg_one_pow, one_mul,
        eq_neg_of_add_eq_zero_left (creators_anticommute hc k k.rev), smul_neg]
    have h2 : (2 : ℂ) • scalarPair c = 0 := by
      rw [two_smul]
      exact eq_neg_iff_add_eq_zero.mp h
    rw [← one_smul ℂ (scalarPair c), ← inv_mul_cancel₀ (two_ne_zero (α := ℂ)),
      ← smul_smul, h2, smul_zero]

/-- For fermion modes, the commutator of `c_j` with `K` is `(1 - (-1)^n) (-1)^j` times the
creator of the mode `n - j`. -/
theorem annihilator_scalarPair {c : Fin (n + 1) → R} (hc : IsCAR c) (j : Fin (n + 1)) :
    c j * scalarPair c - scalarPair c * c j
      = ((1 - (-1 : ℂ) ^ n) * (-1) ^ (j : ℕ)) • star (c j.rev) := by
  have h : ∀ k : Fin (n + 1), c j * (star (c k) * star (c k.rev))
      - star (c k) * star (c k.rev) * c j
      = (if j = k then star (c k.rev) else 0) - (if j = k.rev then star (c k) else 0) := by
    intro k
    calc _ = (c j * star (c k) + star (c k) * c j) * star (c k.rev)
          - star (c k) * (c j * star (c k.rev) + star (c k.rev) * c j) := by noncomm_ring
      _ = _ := by
          rw [hc.mixed j k, hc.mixed j k.rev]
          simp only [ite_mul, mul_ite, one_mul, mul_one, zero_mul, mul_zero]
  have hr : ∀ k : Fin (n + 1), j = k.rev ↔ k = j.rev := fun k =>
    ⟨fun e => by rw [e, Fin.rev_rev], fun e => by rw [e, Fin.rev_rev]⟩
  simp only [scalarPair, Finset.mul_sum, Finset.sum_mul, mul_smul_comm, smul_mul_assoc,
    ← Finset.sum_sub_distrib, ← smul_sub, h]
  simp only [hr, smul_sub, smul_ite, smul_zero, Finset.sum_sub_distrib, Finset.sum_ite_eq,
    Finset.sum_ite_eq', Finset.mem_univ, if_true]
  rw [sign_rev, ← sub_smul]
  congr 1
  ring

/-- For fermion modes in a nontrivial algebra, `K` is nonzero when `n` is odd. -/
theorem scalarPair_ne_zero [Nontrivial R] {c : Fin (n + 1) → R} (hc : IsCAR c)
    (hn : Odd n) : scalarPair c ≠ 0 := by
  intro hK
  have h := annihilator_scalarPair hc (0 : Fin (n + 1)).rev
  rw [hK, mul_zero, zero_mul, sub_zero, Fin.rev_rev, hn.neg_one_pow] at h
  have hs : (1 - (-1 : ℂ)) * (-1) ^ (((0 : Fin (n + 1)).rev : Fin (n + 1)) : ℕ) ≠ 0 :=
    mul_ne_zero (by norm_num) (pow_ne_zero _ (by norm_num))
  -- a vanishing K would make the creator of mode 0 vanish
  have h0 : star (c 0) = 0 := by
    rw [← one_smul ℂ (star (c 0)), ← inv_mul_cancel₀ hs, ← smul_smul, ← h, smul_zero]
  have h1 := hc.mixed 0 0
  rw [h0, mul_zero, zero_mul, add_zero, if_pos rfl] at h1
  exact zero_ne_one h1

/-- Two explicit four-by-four matrices obey the canonical anticommutation relations. -/
theorem isCAR_witness : IsCAR (R := Matrix (Fin 4) (Fin 4) ℂ)
    ![!![0, 1, 0, 0; 0, 0, 0, 0; 0, 0, 0, 1; 0, 0, 0, 0],
      !![0, 0, 1, 0; 0, 0, 0, -1; 0, 0, 0, 0; 0, 0, 0, 0]] := by
  constructor <;> intro i j <;> fin_cases i <;> fin_cases j <;> ext a b <;>
    simp only [Matrix.add_apply, Matrix.mul_apply, Fin.sum_univ_four,
      Matrix.star_eq_conjTranspose, Matrix.conjTranspose_apply] <;>
    fin_cases a <;> fin_cases b <;> simp

end

end RotationScalarPair
```

```lean
#print axioms RotationScalarPair.scalarPair_rotation_scalar
-- 'RotationScalarPair.scalarPair_rotation_scalar' depends on axioms: [propext, Classical.choice, Quot.sound]
#print axioms RotationScalarPair.scalarPair_ne_zero
-- 'RotationScalarPair.scalarPair_ne_zero' depends on axioms: [propext, Classical.choice, Quot.sound]
```

## What is guaranteed, and under which phase convention

`R` is a complex algebra with a star operation, and `IsCAR c` states the anticommutation relations. `oneBody` is \(Q\), `scalarPair` is \(K\), and `Commute` means that the two products agree. The matrices `spinPlus`, `spinMinus` and `spinZ` serve for any angular momentum \(n/2\); an orbital one is an integer, so there \(n\) is even and \(K\) vanishes.

`oneBody_creator` is the formula for \([Q(A),c_m^*]\), and `commute_of_mirror` turns the bracket condition into commutation. `scalarPair_rotation_scalar` checks the three matrices and the even case; `annihilator_scalarPair` supplies the contradiction in `scalarPair_ne_zero`. `isCAR_witness` exhibits two modes as explicit matrices, so the relations can be met for \(n=1\).

The device behind both relabellings is `Fintype.sum_equiv Fin.revPerm`. It equates two sums once their terms match under the bijection \(k\mapsto n-k\). `Fin.rev` keeps the mirrored index in range by its type, and `omega` settles the index arithmetic.

The even case needs \(c_0^2=0\) already at \(n=0\). Take \(R=\mathbb C\) and \(c_0=1/\sqrt2\): the mixed relation \(c_0c_0^*+c_0^*c_0=1\) holds, yet \(K=(c_0^*)^2=1/2\).

The step left to the user is to match a code's orbitals to the \(c_k\). For the commutation result to apply as stated, their order and phases must give the angular momentum matrices exactly these entries; with other phases, the coefficients of \(K\) may have to change too.
